# The mean and variance of a spectrum with Poisson-weighted plasmon satellites

In this model a level `ε` is split into a quasiparticle line and plasmon satellites, the line with n plasmons having energy ε + (n − a)ω and weight e^(−a) aⁿ/n!. The theorem states that the weighted mean of the energies is `ε` and that the weighted mean of their squared deviations from `ε` is aω². The parameters are arbitrary real numbers and the weights always sum to one, but only for a ≥ 0 are they all non-negative, so that the second quantity is a variance. The attempt finds the weighted means of n and n² by shifting the summation index, then combines these sums linearly and uses `convert` to match the results to the two claims.

The failing Lean file:

```lean
import Mathlib

open Filter Topology
open Complex (I)

namespace SpectralMeanAndVariance

noncomputable section

/-- The weight of the line with `n` plasmons; `n = 0` is the quasiparticle. -/
def lineWeight (a : ℝ) (n : ℕ) : ℝ := Real.exp (-a) * (a ^ n / (n.factorial : ℝ))

/-- The energy of the line with `n` plasmons. -/
def lineEnergy (ε a ω : ℝ) (n : ℕ) : ℝ := ε + ((n : ℝ) - a) * ω

/-- The line weights sum to one. -/
theorem hasSum_lineWeight (a : ℝ) : HasSum (lineWeight a) 1 := by
  have h := (NormedSpace.expSeries_div_hasSum_exp a).mul_left (Real.exp (-a))
  rw [← Real.exp_eq_exp_ℝ, ← Real.exp_add, neg_add_cancel, Real.exp_zero] at h
  exact h

/-- The weighted mean of the line energies is the uncorrected level `ε`, and the weighted mean of
their squared deviations from it is `a * ω ^ 2`. For `a ≥ 0` this is their variance. -/
theorem spectral_mean_and_variance (ε a ω : ℝ) :
    HasSum (fun n => lineWeight a n * lineEnergy ε a ω n) ε ∧
    HasSum (fun n => lineWeight a n * (lineEnergy ε a ω n - ε) ^ 2) (a * ω ^ 2) := by
  have h0 := hasSum_lineWeight a
  have hstep : ∀ n : ℕ, ((n + 1 : ℕ) : ℝ) * lineWeight a (n + 1) = a * lineWeight a n := by
    intro n
    simp only [lineWeight, Nat.factorial_succ, pow_succ]
    push_cast
    field_simp
  -- mean plasmon number
  have h1 : HasSum (fun n : ℕ => (n : ℝ) * lineWeight a n) a := by
    have h : HasSum (fun n : ℕ => ((n + 1 : ℕ) : ℝ) * lineWeight a (n + 1)) a := by
      simpa only [hstep, mul_one] using h0.mul_left a
    simpa using (hasSum_nat_add_iff (f := fun n : ℕ => (n : ℝ) * lineWeight a n) 1).1 h
  -- mean squared plasmon number
  have h2 : HasSum (fun n : ℕ => (n : ℝ) ^ 2 * lineWeight a n) (a * (a + 1)) := by
    have h : HasSum (fun n : ℕ => ((n + 1 : ℕ) : ℝ) ^ 2 * lineWeight a (n + 1))
        (a * (a + 1)) := by
      have e : (fun n : ℕ => ((n + 1 : ℕ) : ℝ) ^ 2 * lineWeight a (n + 1)) =
          fun n : ℕ => a * ((n : ℝ) * lineWeight a n + lineWeight a n) := by
        funext n
        have := hstep n
        push_cast at this ⊢
        linear_combination ((n : ℝ) + 1) * this
      rw [e]
      exact (h1.add h0).mul_left a
    simpa using (hasSum_nat_add_iff (f := fun n : ℕ => (n : ℝ) ^ 2 * lineWeight a n) 1).1 h
  constructor
  · convert (h1.mul_left ω).add (h0.mul_left (ε - a * ω)) using 1
    · funext n
      simp only [lineEnergy]
      ring
    · ring
  · convert ((h2.mul_left (ω ^ 2)).add (h1.mul_left (-2 * a * ω ^ 2))).add
      (h0.mul_left (a ^ 2 * ω ^ 2)) using 1
    · funext n
      simp only [lineEnergy]
      ring
    · ring

end

end SpectralMeanAndVariance
```

Lean reports:

```
Main.lean:53:6: error: Tactic `apply` failed: could not unify the conclusion of `@funext`
  ?f = ?g
with the goal
  Real.instAddCommMonoid =
    CommRing.toNonUnitalCommRing.toNonUnitalNonAssocCommRing.toNonUnitalNonAssocSemiring.toAddCommMonoid

Note: The full type of `@funext` is
  ∀ {α : Sort ?u.240} {β : α → Sort ?u.239} {f g : (x : α) → β x}, (∀ (x : α), f x = g x) → f = g

case e'_3
ε a ω : ℝ
h0 : HasSum (lineWeight a) 1
hstep : ∀ (n : ℕ), ↑(n + 1) * lineWeight a (n + 1) = a * lineWeight a n
h1 : HasSum (fun n => ↑n * lineWeight a n) a
h2 : HasSum (fun n => ↑n ^ 2 * lineWeight a n) (a * (a + 1))
⊢ Real.instAddCommMonoid =
    CommRing.toNonUnitalCommRing.toNonUnitalNonAssocCommRing.toNonUnitalNonAssocSemiring.toAddCommMonoid
Try this:
  [apply] ring_nf
  
  The `ring` tactic failed to close the goal. Use `ring_nf` to obtain a normal form.
    
  Note that `ring` works primarily in *commutative* rings. If you have a noncommutative ring, abelian group or module, consider using `noncomm_ring`, `abel` or `module` instead.
Main.lean:56:4: error: unsolved goals
case e'_5
ε a ω : ℝ
h0 : HasSum (lineWeight a) 1
hstep : ∀ (n : ℕ), ↑(n + 1) * lineWeight a (n + 1) = a * lineWeight a n
h1 : HasSum (fun n => ↑n * lineWeight a n) a
h2 : HasSum (fun n => ↑n ^ 2 * lineWeight a n) (a * (a + 1))
⊢ (fun n => lineWeight a n * lineEnergy ε a ω n) = fun b =>
    ω * ↑b * lineWeight a b - ω * lineWeight a b * a + lineWeight a b * ε
Main.lean:52:2: error: unsolved goals
case e'_6
ε a ω : ℝ
h0 : HasSum (lineWeight a) 1
hstep : ∀ (n : ℕ), ↑(n + 1) * lineWeight a (n + 1) = a * lineWeight a n
h1 : HasSum (fun n => ↑n * lineWeight a n) a
h2 : HasSum (fun n => ↑n ^ 2 * lineWeight a n) (a * (a + 1))
⊢ ε = ω * a + (ε - a * ω) * 1
Main.lean:59:6: error: Tactic `apply` failed: could not unify the conclusion of `@funext`
  ?f = ?g
with the goal
  Real.instAddCommMonoid =
    CommRing.toNonUnitalCommRing.toNonUnitalNonAssocCommRing.toNonUnitalNonAssocSemiring.toAddCommMonoid

Note: The full type of `@funext` is
  ∀ {α : Sort ?u.298} {β : α → Sort ?u.297} {f g : (x : α) → β x}, (∀ (x : α), f x = g x) → f = g

case e'_3
ε a ω : ℝ
h0 : HasSum (lineWeight a) 1
hstep : ∀ (n : ℕ), ↑(n + 1) * lineWeight a (n + 1) = a * lineWeight a n
h1 : HasSum (fun n => ↑n * lineWeight a n) a
h2 : HasSum (fun n => ↑n ^ 2 * lineWeight a n) (a * (a + 1))
⊢ Real.instAddCommMonoid =
    CommRing.toNonUnitalCommRing.toNonUnitalNonAssocCommRing.toNonUnitalNonAssocSemiring.toAddCommMonoid
Try this:
  [apply] ring_nf
  
  The `ring` tactic failed to close the goal. Use `ring_nf` to obtain a normal form.
    
  Note that `ring` works primarily in *commutative* rings. If you have a noncommutative ring, abelian group or module, consider using `noncomm_ring`, `abel` or `module` instead.
Main.lean:62:4: error: unsolved goals
case e'_5
ε a ω : ℝ
h0 : HasSum (lineWeight a) 1
hstep : ∀ (n : ℕ), ↑(n + 1) * lineWeight a (n + 1) = a * lineWeight a n
h1 : HasSum (fun n => ↑n * lineWeight a n) a
h2 : HasSum (fun n => ↑n ^ 2 * lineWeight a n) (a * (a + 1))
⊢ (fun n =>
      -(lineWeight a n * lineEnergy ε a ω n * ε * 2) + lineWeight a n * lineEnergy ε a ω n ^ 2 +
        lineWeight a n * ε ^ 2) =
    fun b => -(ω ^ 2 * ↑b * lineWeight a b * a * 2) + ω ^ 2 * ↑b ^ 2 * lineWeight a b + ω ^ 2 * lineWeight a b * a ^ 2
Main.lean:57:2: error: unsolved goals
case e'_6
ε a ω : ℝ
h0 : HasSum (lineWeight a) 1
hstep : ∀ (n : ℕ), ↑(n + 1) * lineWeight a (n + 1) = a * lineWeight a n
h1 : HasSum (fun n => ↑n * lineWeight a n) a
h2 : HasSum (fun n => ↑n ^ 2 * lineWeight a n) (a * (a + 1))
⊢ a * ω ^ 2 = ω ^ 2 * (a * (a + 1)) + -2 * a * ω ^ 2 * a + a ^ 2 * ω ^ 2 * 1
```

Diagnosis. Each `convert … using 1` leaves three goals, but the proof has bullets for only two. The extra goal comes first. It asks that two additive-monoid structures on the reals be equal: `Real.instAddCommMonoid`, from the statement, and the one reached through `CommRing`, from the combined sums.

The bullets therefore meet the wrong goals. `funext` fails because the monoid structures are not functions. The next bullet's `ring` gets the equality of summands meant for the first bullet, and cannot prove it because `lineEnergy` has not been unfolded. The last goal, the equality of the sums' values, has no bullet left and is reported as unsolved.

The two structures are equal by definition, so the added `rfl` closes the extra goal. The old bullets then meet the goals they were written for. Both halves of the theorem fail in this way, and each gets the same added line.

The mended proof, as a diff:

```diff
@@ -51,4 +51,5 @@
   constructor
   · convert (h1.mul_left ω).add (h0.mul_left (ε - a * ω)) using 1
+    · rfl
     · funext n
       simp only [lineEnergy]
@@ -57,4 +58,5 @@
   · convert ((h2.mul_left (ω ^ 2)).add (h1.mul_left (-2 * a * ω ^ 2))).add
       (h0.mul_left (a ^ 2 * ω ^ 2)) using 1
+    · rfl
     · funext n
       simp only [lineEnergy]
```
